# For two co-moving charges, the Darwin force is exact in line and too large by order $v^4$ side by side

A Lagrangian that depends on velocities gives a force only after one has said what is held fixed. Here the Darwin force is the gradient of the interaction Lagrangian with respect to the separation, taken at fixed velocity. For two charges that other forces hold at a common constant velocity, this is the whole interaction force in the Darwin description. The Euler–Lagrange equation also contains the time derivative of the interaction momentum $\partial L/\partial\mathbf v_1$, where $L$ is written with separate velocities and $\mathbf v_1$ belongs to the charge on which the force acts, but that momentum depends only on the separation and the velocities, which stay constant in this motion.

## Two descriptions of the same pair

Take two unit charges of equal sign, in Gaussian units with $c=1$. Let $\mathbf r\neq 0$ be the vector from the source to the charge on which the force acts, $r=|\mathbf r|$ its length and $\mathbf n=\mathbf r/r$ its direction. Both charges have velocity $\mathbf v$, with speed $v=|\mathbf v|<1$. With the two velocities set equal, the Darwin interaction Lagrangian is

$$L(\mathbf r)=-\frac1r+\frac{v^2+(\mathbf n\cdot\mathbf v)^2}{2r}.$$

The first term is the Coulomb interaction. The second is the leading correction for magnetism and retardation, of second order in the velocity.

The exact description uses the Heaviside field of a charge that has always moved uniformly. With $\theta$ the angle between $\mathbf v$ and $\mathbf r$,

$$\mathbf E=\frac{1-v^2}{(1-v^2\sin^2\theta)^{3/2}}\,\frac{\mathbf n}{r^2},\qquad \mathbf B=\mathbf v\times\mathbf E,$$

and the co-moving charge feels the Lorentz force $\mathbf F=\mathbf E+\mathbf v\times\mathbf B$.

The velocity term of $L$ has the same tensor structure as the Breit interaction of relativistic electronic structure theory, where Dirac matrices take the place of the velocities. For classical point charges with one common constant velocity, the comparison below gives the error of the truncation at second order for two orientations of the pair.

## What the theorems say

There are two main theorems, one for each orientation. Both measure forces against the Coulomb force $\mathbf n/r^2$.

- `side_by_side` assumes $\mathbf r\neq0$, $v^2<1$ and $\mathbf r\cdot\mathbf v=0$. The Darwin gradient is then $(1-v^2/2)\,\mathbf n/r^2$ and the Lorentz force is $\sqrt{1-v^2}\,\mathbf n/r^2$. The first factor minus the second lies between $v^4/8$ and $v^4/2$.
- `in_line` assumes $\mathbf r\neq0$ and $\mathbf v=k\mathbf r$ for some real $k$, so motion in either direction and rest are included. The Darwin gradient and the Lorentz force are both $(1-v^2)\,\mathbf n/r^2$.

The second theorem has no hypothesis $v^2<1$, because its identity is purely algebraic. It describes charges only below the speed of light.

The Lean objects correspond to the physics as follows. A vector is a `Vec`, a triple of real numbers. The variable `r` is the vector $\mathbf r$, and its Euclidean length is `len r`, defined through the dot product `⬝ᵥ`. The unit vector $\mathbf n$ is `dir r`, the Coulomb force is `coulomb r`, and $v^2$ is written `v ⬝ᵥ v`. The factor $v^2\sin^2\theta$ enters as `transverseSq v r`, which is $|\mathbf n\times\mathbf v|^2$, so no angle has to be defined.

`HasGradient f F r` says that for every displacement $\mathbf w$ the function $t\mapsto f(\mathbf r+t\mathbf w)$ has derivative $\mathbf F\cdot\mathbf w$ at $t=0$. This determines $\mathbf F$, since $\mathbf w$ may be each coordinate vector in turn. For a general function it is a weaker property than total differentiability.

The Darwin Lagrangian, the Heaviside field and the relation $\mathbf B=\mathbf v\times\mathbf E$ are definitions here and are not derived from Maxwell's equations. Unequal velocities, acceleration and radiation are absent. The file has force formulas for every orientation, but it compares the two descriptions only at the two orientations above.

## The Darwin gradient at any orientation

Displace the separation to $\mathbf r+t\mathbf w$ and differentiate at $t=0$. Since $|\mathbf r+t\mathbf w|^2=r^2+2t\,\mathbf r\cdot\mathbf w+t^2\,\mathbf w\cdot\mathbf w$, the length changes at the rate

$$\dot r=\frac{\mathbf r\cdot\mathbf w}{r}=\mathbf n\cdot\mathbf w.$$

The quotient rule applied to $\mathbf n\cdot\mathbf v=(\mathbf r\cdot\mathbf v)/r$ gives

$$\frac{d}{dt}(\mathbf n\cdot\mathbf v)=\frac{\mathbf v\cdot\mathbf w-(\mathbf n\cdot\mathbf v)(\mathbf n\cdot\mathbf w)}{r}.$$

The Coulomb term contributes $(\mathbf n\cdot\mathbf w)/r^2$. The velocity term contributes

$$\frac{(\mathbf n\cdot\mathbf v)\left[\mathbf v\cdot\mathbf w-(\mathbf n\cdot\mathbf v)(\mathbf n\cdot\mathbf w)\right]}{r^2}-\frac{\left[v^2+(\mathbf n\cdot\mathbf v)^2\right](\mathbf n\cdot\mathbf w)}{2r^2}.$$

Collecting the coefficients of $\mathbf n\cdot\mathbf w$ and $\mathbf v\cdot\mathbf w$, one reads off

$$\nabla L=\frac1{r^2}\left[\left(1-\frac{v^2}{2}-\frac32(\mathbf n\cdot\mathbf v)^2\right)\mathbf n+(\mathbf n\cdot\mathbf v)\,\mathbf v\right].$$

Side by side, $\mathbf n\cdot\mathbf v=0$ and the bracket is $(1-v^2/2)\,\mathbf n$. In line, write $\mathbf v=c\,\mathbf n$, where $c$ now denotes the signed speed, so that $c^2=v^2$. The coefficient of $\mathbf n$ is then $1-c^2/2-3c^2/2+c^2=1-v^2$.

## The Lorentz force

The double cross product is $\mathbf v\times(\mathbf v\times\mathbf E)=(\mathbf v\cdot\mathbf E)\,\mathbf v-v^2\mathbf E$, and therefore

$$\mathbf F=(1-v^2)\,\mathbf E+(\mathbf v\cdot\mathbf E)\,\mathbf v.$$

Lagrange's identity with $|\mathbf n|=1$ gives $|\mathbf n\times\mathbf v|^2=v^2-(\mathbf n\cdot\mathbf v)^2$.

Side by side, this equals $v^2$, so $\mathbf E=(1-v^2)^{-1/2}\,\mathbf n/r^2$. Since $\mathbf v\cdot\mathbf E=0$, the force is $\mathbf F=(1-v^2)\,\mathbf E=\sqrt{1-v^2}\,\mathbf n/r^2$. When $v\neq0$, the electric repulsion is stronger than at rest, but the magnetic attraction outweighs this increase, so the net repulsion is weaker than at rest.

In line, $|\mathbf n\times\mathbf v|^2=0$ and $\mathbf E=(1-v^2)\,\mathbf n/r^2$. The two parts of the force add to

$$\left[(1-v^2)^2+v^2(1-v^2)\right]\frac{\mathbf n}{r^2}=(1-v^2)\frac{\mathbf n}{r^2}.$$

## The size of the excess

Put $s=\sqrt{1-v^2}$, so that $0<s\le1$ and $v^2=1-s^2=(1-s)(1+s)$. Then

$$1-\frac{v^2}{2}-s=\frac{(1-s)^2}{2},\qquad v^4=(1-s)^2(1+s)^2.$$

Because $1\le(1+s)^2\le4$, the second equation gives $(1-s)^2\le v^4\le4(1-s)^2$. Hence

$$\frac{v^4}{8}\le 1-\frac{v^2}{2}-\sqrt{1-v^2}\le\frac{v^4}{2}.$$

At $v=0$ all three expressions vanish. At $v=0.6$ the Darwin factor is $0.82$ and the exact factor is $0.8$. The excess $0.02$ lies between the bounds $0.0162$ and $0.0648$.

## The gradient in a pair-force routine

A program that evaluates the Darwin gradient for a co-moving pair can work from the vectors $\mathbf n$ and $\mathbf v$ and the scalars $1/r^2$, $v^2$ and $p=\mathbf n\cdot\mathbf v$. It returns

$$\frac{(1-v^2/2-3p^2/2)\,\mathbf n+p\,\mathbf v}{r^2}.$$

For charges $q_1,q_2$ in Gaussian units with the speed of light restored, one multiplies by $q_1q_2$ and divides each velocity by the speed of light. Two placements of a moving pair, one with $p=0$ and one with $\mathbf v$ along $\mathbf n$, can be compared with the factors $1-v^2/2$ and $1-v^2$. The second placement tests the terms $-3p^2\mathbf n/2$ and $p\,\mathbf v$ only through their sum, so an oblique placement is a useful further test. In a general trajectory the two velocities differ, so the gradient has to be taken from the Lagrangian with separate velocities, and the equation of motion also contains the time derivative of the interaction momentum. This routine supplies neither.

## The Lean file

```lean
import Mathlib

open Matrix

namespace DarwinInteraction

noncomputable section

/-- Vectors of three-dimensional space. -/
abbrev Vec := Fin 3 → ℝ

/-- The Euclidean length of a separation vector. -/
def len (r : Vec) : ℝ := √(r ⬝ᵥ r)

/-- The unit vector `n = r / |r|`, for `r ≠ 0`. -/
def dir (r : Vec) : Vec := (len r)⁻¹ • r

/-- The Coulomb force `n / r²` between two unit charges at rest, for `r ≠ 0`. -/
def coulomb (r : Vec) : Vec := (1 / len r ^ 2) • dir r

/-- The Darwin interaction Lagrangian `-1/r + [v² + (n·v)²]/(2r)` of two unit charges with
common velocity `v` (units with `c = 1`), for `r ≠ 0`. -/
def darwin (v r : Vec) : ℝ :=
  -1 / len r + (v ⬝ᵥ v + (dir r ⬝ᵥ v) ^ 2) / (2 * len r)

/-- `F` is the gradient of `f` at `r` in the directional sense: the derivative of `f` along
every displacement `w` is `F · w`. -/
def HasGradient (f : Vec → ℝ) (F r : Vec) : Prop :=
  ∀ w : Vec, HasDerivAt (fun t : ℝ => f (r + t • w)) (F ⬝ᵥ w) 0

/-- The quantity `|n × v|² = v² sin²θ`, with `θ` the angle between velocity and separation,
for `r ≠ 0`. -/
def transverseSq (v r : Vec) : ℝ := (dir r ⨯₃ v) ⬝ᵥ (dir r ⨯₃ v)

/-- The Heaviside field `(1 - v²) / (1 - v² sin²θ)^(3/2) · n/r²` of a unit charge in uniform
motion, for `r ≠ 0` and `v² < 1`. -/
def heavisideField (v r : Vec) : Vec :=
  ((1 - v ⬝ᵥ v) / √(1 - transverseSq v r) ^ 3) • coulomb r

/-- The Lorentz force `E + v × B` on a co-moving unit charge, with the magnetic field
`B = v × E` of the moving source, for `r ≠ 0` and `v² < 1`. -/
def lorentzForce (v r : Vec) : Vec :=
  heavisideField v r + v ⨯₃ (v ⨯₃ heavisideField v r)

/-- A nonzero separation has positive length. -/
theorem len_pos {r : Vec} (hr : r ≠ 0) : 0 < len r := by
  have h0 : 0 ≤ r ⬝ᵥ r := Finset.sum_nonneg fun i _ => mul_self_nonneg _
  have h1 : r ⬝ᵥ r ≠ 0 := fun h => hr (dotProduct_self_eq_zero.mp h)
  exact Real.sqrt_pos.mpr (lt_of_le_of_ne h0 h1.symm)

/-- The component of `v` along the separation is `r·v / |r|`. -/
theorem dir_dot (r v : Vec) : dir r ⬝ᵥ v = (r ⬝ᵥ v) / len r := by
  rw [dir, smul_dotProduct, smul_eq_mul, inv_mul_eq_div]

/-- For a nonzero separation, `n` has unit length. -/
theorem dir_dot_self {r : Vec} (hr : r ≠ 0) : dir r ⬝ᵥ dir r = 1 := by
  have hL := (len_pos hr).ne'
  have h2 : len r ^ 2 = r ⬝ᵥ r :=
    Real.sq_sqrt (Finset.sum_nonneg fun i _ => mul_self_nonneg _)
  rw [dir_dot, dotProduct_comm, dir_dot, ← h2]
  field_simp

/-- The gradient of the Darwin Lagrangian at any nonzero separation and any orientation is
`[(1 - v²/2 - 3(n·v)²/2) n + (n·v) v] / r²`. -/
theorem darwin_gradient (v : Vec) {r : Vec} (hr : r ≠ 0) :
    HasGradient (darwin v)
      ((1 / len r ^ 2) • ((1 - v ⬝ᵥ v / 2 - 3 / 2 * (dir r ⬝ᵥ v) ^ 2) • dir r
        + (dir r ⬝ᵥ v) • v)) r := by
  intro w
  have hL : len r ≠ 0 := (len_pos hr).ne'
  have hL0 : len (r + (0 : ℝ) • w) ≠ 0 := by rwa [zero_smul, add_zero]
  have hne : (r + (0 : ℝ) • w) ⬝ᵥ (r + (0 : ℝ) • w) ≠ 0 := by
    rw [zero_smul, add_zero]
    exact fun h => hr (dotProduct_self_eq_zero.mp h)
  -- the squared distance is quadratic in the displacement
  have hq : HasDerivAt (fun t : ℝ => (r + t • w) ⬝ᵥ (r + t • w)) (2 * (r ⬝ᵥ w)) 0 := by
    have e : (fun t : ℝ => (r + t • w) ⬝ᵥ (r + t • w)) =
        fun t : ℝ => (r ⬝ᵥ r + t * (2 * (r ⬝ᵥ w))) + t * t * (w ⬝ᵥ w) := by
      funext t
      simp only [dotProduct, Fin.sum_univ_three, Pi.add_apply, Pi.smul_apply, smul_eq_mul]
      ring
    rw [e]
    have hid := hasDerivAt_id' (0 : ℝ)
    refine (((hid.mul_const (2 * (r ⬝ᵥ w))).const_add (r ⬝ᵥ r)).fun_add
      ((hid.fun_mul hid).mul_const (w ⬝ᵥ w))).congr_deriv ?_
    ring
  have hlen : HasDerivAt (fun t : ℝ => len (r + t • w)) ((r ⬝ᵥ w) / len r) 0 := by
    refine (hq.sqrt hne).congr_deriv ?_
    simp only [zero_smul, add_zero, len]
    exact mul_div_mul_left _ _ two_ne_zero
  have hp : HasDerivAt (fun t : ℝ => (r + t • w) ⬝ᵥ v) (v ⬝ᵥ w) 0 := by
    have e : (fun t : ℝ => (r + t • w) ⬝ᵥ v) = fun t : ℝ => r ⬝ᵥ v + t * (v ⬝ᵥ w) := by
      funext t
      rw [add_dotProduct, smul_dotProduct, smul_eq_mul, dotProduct_comm w v]
    rw [e]
    refine (((hasDerivAt_id' (0 : ℝ)).mul_const (v ⬝ᵥ w)).const_add (r ⬝ᵥ v)).congr_deriv ?_
    ring
  -- quotient and product rules
  have hn := hp.fun_div hlen hL0
  have key := ((hasDerivAt_const (0 : ℝ) (-1 : ℝ)).fun_div hlen hL0).fun_add
    (((hn.fun_mul hn).const_add (v ⬝ᵥ v)).fun_div (hlen.const_mul 2)
      (mul_ne_zero two_ne_zero hL0))
  simp only [darwin, dir_dot, sq]
  refine key.congr_deriv ?_
  simp only [zero_smul, add_zero, smul_dotProduct, add_dotProduct, smul_eq_mul, dir_dot]
  field_simp
  ring

/-- For a nonzero separation, `|n × v|² = v² - (n·v)²`. -/
theorem transverseSq_eq (v : Vec) {r : Vec} (hr : r ≠ 0) :
    transverseSq v r = v ⬝ᵥ v - (dir r ⬝ᵥ v) ^ 2 := by
  rw [transverseSq, cross_dot_cross, dir_dot_self hr, dotProduct_comm v (dir r)]
  ring

/-- The Lorentz force on the co-moving charge is `(1 - v²) E + (v·E) v`. -/
theorem lorentzForce_eq (v r : Vec) :
    lorentzForce v r = (1 - v ⬝ᵥ v) • heavisideField v r
      + (v ⬝ᵥ heavisideField v r) • v := by
  unfold lorentzForce
  generalize heavisideField v r = E
  ext i
  fin_cases i <;> simp [cross_apply, dotProduct, Fin.sum_univ_three] <;> ring

/-- For `0 ≤ x ≤ 1`, where `x` is the squared speed, the difference `1 - x/2 - √(1 - x)` lies
between `x²/8` and `x²/2`. -/
theorem excess_bounds {x : ℝ} (h0 : 0 ≤ x) (h1 : x ≤ 1) :
    x ^ 2 / 8 ≤ 1 - x / 2 - √(1 - x) ∧ 1 - x / 2 - √(1 - x) ≤ x ^ 2 / 2 := by
  have hs := Real.sqrt_nonneg (1 - x)
  have hs2 := Real.sq_sqrt (sub_nonneg.mpr h1)
  generalize √(1 - x) = s at *
  have hs1 : s ≤ 1 := by nlinarith
  obtain rfl : x = 1 - s ^ 2 := by linarith
  -- the difference is (1 - s)²/2, and x = (1 - s)(1 + s)
  have hu : 0 ≤ 4 - (1 + s) ^ 2 := by nlinarith
  have hl : 0 ≤ (1 + s) ^ 2 - 1 := by nlinarith
  constructor
  · nlinarith [mul_nonneg (sq_nonneg (1 - s)) hu]
  · nlinarith [mul_nonneg (sq_nonneg (1 - s)) hl]

/-- Charges moving side by side (`r ≠ 0`, `r·v = 0`, `v² < 1`): the Darwin gradient is
`(1 - v²/2) n/r²`, the Lorentz force is `√(1 - v²) n/r²`, and the first factor exceeds the
second by at least `v⁴/8` and at most `v⁴/2`. -/
theorem side_by_side {v r : Vec} (hr : r ≠ 0) (hv : v ⬝ᵥ v < 1) (hperp : r ⬝ᵥ v = 0) :
    HasGradient (darwin v) ((1 - v ⬝ᵥ v / 2) • coulomb r) r ∧
    lorentzForce v r = √(1 - v ⬝ᵥ v) • coulomb r ∧
    (v ⬝ᵥ v) ^ 2 / 8 ≤ 1 - v ⬝ᵥ v / 2 - √(1 - v ⬝ᵥ v) ∧
    1 - v ⬝ᵥ v / 2 - √(1 - v ⬝ᵥ v) ≤ (v ⬝ᵥ v) ^ 2 / 2 := by
  have hn : dir r ⬝ᵥ v = 0 := by rw [dir_dot, hperp, zero_div]
  refine ⟨?_, ?_, excess_bounds (Finset.sum_nonneg fun i _ => mul_self_nonneg _) hv.le⟩
  · have h := darwin_gradient v hr
    rw [hn] at h
    convert h using 1
    unfold coulomb
    module
  · have hC : v ⬝ᵥ coulomb r = 0 := by
      rw [coulomb, dotProduct_smul, dotProduct_comm, hn, smul_zero]
    have hs : 0 < √(1 - v ⬝ᵥ v) := Real.sqrt_pos.mpr (sub_pos.mpr hv)
    have hs2 := Real.sq_sqrt (sub_pos.mpr hv).le
    -- the magnetic attraction turns 1/√(1 - v²) into √(1 - v²)
    have hk : (1 - v ⬝ᵥ v) * ((1 - v ⬝ᵥ v) / √(1 - v ⬝ᵥ v) ^ 3) = √(1 - v ⬝ᵥ v) := by
      rw [← mul_div_assoc, div_eq_iff (pow_pos hs 3).ne']
      linear_combination (-(√(1 - v ⬝ᵥ v) ^ 2 + (1 - v ⬝ᵥ v))) * hs2
    have ht : transverseSq v r = v ⬝ᵥ v := by
      rw [transverseSq_eq v hr, hn]
      ring
    rw [lorentzForce_eq, heavisideField, ht, dotProduct_smul, hC, smul_zero, zero_smul,
      add_zero, smul_smul, hk]

/-- Charges moving in line (`r ≠ 0`, `v` parallel to `r`): the Darwin gradient and the Lorentz
force are both `(1 - v²) n/r²`. -/
theorem in_line {v r : Vec} (hr : r ≠ 0) (k : ℝ) (hv : v = k • r) :
    HasGradient (darwin v) ((1 - v ⬝ᵥ v) • coulomb r) r ∧
    lorentzForce v r = (1 - v ⬝ᵥ v) • coulomb r := by
  -- write the velocity as c n
  obtain ⟨c, hc⟩ : ∃ c : ℝ, v = c • dir r :=
    ⟨k * len r, by
      rw [hv, dir, smul_smul, mul_assoc, mul_inv_cancel₀ (len_pos hr).ne', mul_one]⟩
  have hn : dir r ⬝ᵥ v = c := by
    rw [hc, dotProduct_smul, dir_dot_self hr, smul_eq_mul, mul_one]
  have hvv : v ⬝ᵥ v = c ^ 2 := by
    rw [hc, dotProduct_smul, smul_dotProduct, dir_dot_self hr, smul_eq_mul, smul_eq_mul]
    ring
  constructor
  · have h := darwin_gradient v hr
    rw [hn, hvv] at h
    rw [hvv]
    convert h using 1
    rw [hc, coulomb]
    module
  · have hC : v ⬝ᵥ coulomb r = 1 / len r ^ 2 * c := by
      rw [coulomb, dotProduct_smul, dotProduct_comm, hn, smul_eq_mul]
    rw [lorentzForce_eq, heavisideField, transverseSq_eq v hr, hn, hvv, sub_self, sub_zero,
      Real.sqrt_one, one_pow, div_one, dotProduct_smul, hC, hc, coulomb, smul_eq_mul]
    module

end

end DarwinInteraction
```

```lean
#print axioms DarwinInteraction.side_by_side
#print axioms DarwinInteraction.in_line
```

```
'DarwinInteraction.side_by_side' depends on axioms: [propext, Classical.choice, Quot.sound]
'DarwinInteraction.in_line' depends on axioms: [propext, Classical.choice, Quot.sound]
```

## How the lemmas fit together

The lemmas `len_pos`, `dir_dot` and `dir_dot_self` provide the geometry: a nonzero separation has positive length, $\mathbf n\cdot\mathbf v=(\mathbf r\cdot\mathbf v)/r$, and $\mathbf n$ has unit length.

`darwin_gradient` follows the differentiation above. Inside it, `hq` differentiates the squared distance, `hlen` takes the square root to obtain $\dot r$, and `hp` differentiates $\mathbf r\cdot\mathbf v$. The quotient rule then gives `hn`, the derivative of $\mathbf n\cdot\mathbf v$, and `key` assembles the derivative of the whole Lagrangian. What remains is to show that this expression equals $\nabla L\cdot\mathbf w$. The tactic `field_simp` clears the denominators, using $r\neq0$, and `ring` checks the resulting polynomial identity.

`transverseSq_eq` is Lagrange's identity, obtained from Mathlib's `cross_dot_cross`. `lorentzForce_eq` is the reduction of the double cross product. It first replaces the Heaviside field by an arbitrary vector `E`, since the identity does not depend on the form of the field, and then verifies the three components.

`excess_bounds` is stated for $x=v^2$ and allows $x=1$. It names the square root $s$ and substitutes $x=1-s^2$. The facts `hu` and `hl` are the inequalities $(1+s)^2\le4$ and $(1+s)^2\ge1$. Multiplied by $(1-s)^2$, they give the lower and the upper bound respectively, and `nlinarith` completes the algebra.

In `side_by_side`, the assumption $\mathbf r\cdot\mathbf v=0$ becomes $\mathbf n\cdot\mathbf v=0$ and simplifies the general gradient. For the Lorentz force, `hC` says that the Coulomb force is orthogonal to $\mathbf v$, and `hk` is the scalar identity

$$(1-v^2)\,\frac{1-v^2}{(\sqrt{1-v^2})^3}=\sqrt{1-v^2}.$$

In `in_line`, the velocity $k\mathbf r$ is rewritten as $c\,\mathbf n$ with $c=kr$. Both force formulas then become multiples of $\mathbf n$, and the tactic `module` compares their coefficients, which is the collection of terms in $c^2$ done above.
